# At an equilibrium charge, constant-potential and constant-charge forces agree wherever both exist

In one scheme for relaxing an electrode slab at constant potential, the electron number is adjusted at each geometry until it is in equilibrium with a reservoir. The ions are then moved with forces computed at that fixed electron number. This step is justified if the fixed-charge force is also the force on the constant-potential surface. It is, provided that the constant-potential surface has a derivative at the geometry in question.

Let R be the geometry, a point of a real normed space E. For n atoms, E can be the space of their 3n coordinates. Finite dimension is not assumed.

```lean
import Mathlib

open Topology

namespace ConstantPotential

noncomputable section

variable {E : Type*} [NormedAddCommGroup E] [NormedSpace ℝ E]
```

## The grand potential and the equilibrium charge

Let F(N,R) be the free energy at electron number N and geometry R, and let μ be the electron chemical potential set by the reservoir. The energy surface at constant potential is

W(R) = inf over N of [F(N,R) − μN].

N runs over all real numbers, so fractional charges are allowed, and N may be read as an excess over the neutral slab. The word "charge" is used below for the electron number N; the electric charge of the slab falls by e for each electron added. F is an arbitrary real function, with no electronic-structure method built in. In Lean, `F N R` is F(N,R) and `grandPotential F μ R` is W(R).

```lean
/-- The grand potential `W(R) = inf_N (F(N,R) - μ N)` at electron chemical potential `μ`,
meaningful where `F(N,R) - μ N` is bounded below in `N`. -/
def grandPotential {X : Type*} (F : ℝ → X → ℝ) (μ : ℝ) (R : X) : ℝ :=
  ⨅ N : ℝ, (F N R - μ * N)
```

The infimum is physically meaningful only if F(N,R) − μN is bounded below in N. Otherwise the system could lower its energy without limit by exchanging electrons with the reservoir. Lean would still return a number for the infimum, so boundedness is stated separately.

```lean
/-- The grand potential is finite at `R`: `F(N,R) - μ N` is bounded below in `N`. -/
def IsFiniteAt {X : Type*} (F : ℝ → X → ℝ) (μ : ℝ) (R : X) : Prop :=
  BddBelow (Set.range fun N : ℝ => F N R - μ * N)
```

An equilibrium charge N₀ is a global minimiser:

F(N₀,R) − μN₀ ≤ F(N,R) − μN for every N.

Where F is differentiable in N, this implies the condition ∂F/∂N = μ that a charge-adjustment loop solves, but the converse can fail. For F differentiable and convex in N the two are equivalent.

```lean
/-- `N₀` is an equilibrium electron number at geometry `R` and chemical potential `μ`:
it minimises `F(N,R) - μ N` over all `N`. -/
def IsEquilibriumCharge {X : Type*} (F : ℝ → X → ℝ) (μ : ℝ) (R : X) (N₀ : ℝ) : Prop :=
  ∀ N : ℝ, F N₀ R - μ * N₀ ≤ F N R - μ * N
```

Two facts about W are needed. First, an infimum lies below each of its members, so W(R) ≤ F(N,R) − μN for any trial charge N.

```lean
/-- Where the grand potential is finite, it lies below `F(N,R) - μ N` for every electron
number `N`. -/
theorem grandPotential_le {X : Type*} {F : ℝ → X → ℝ} {μ : ℝ} {R : X}
    (h : IsFiniteAt F μ R) (N : ℝ) : grandPotential F μ R ≤ F N R - μ * N :=
  ciInf_le h N
```

Second, at an equilibrium charge this becomes an equality. The minimum property makes F(N₀,R) − μN₀ a lower bound for all the members, hence W(R) is at least this value. The previous inequality, taken at N = N₀, gives the other direction. `le_antisymm` joins the two.

```lean
/-- At an equilibrium electron number `N₀` the grand potential equals `F(N₀,R) - μ N₀`. -/
theorem grandPotential_eq {X : Type*} {F : ℝ → X → ℝ} {μ : ℝ} {R : X} {N₀ : ℝ}
    (h : IsEquilibriumCharge F μ R N₀) : grandPotential F μ R = F N₀ R - μ * N₀ := by
  have hb : IsFiniteAt F μ R := by
    refine ⟨F N₀ R - μ * N₀, ?_⟩
    rintro _ ⟨N, rfl⟩
    exact h N
  exact le_antisymm (grandPotential_le hb N₀) (le_ciInf h)
```

## The force from a touching surface

Let N₀ be an equilibrium charge at R₀. Hold it fixed while R varies, and define the gap

g(R) = F(N₀,R) − μN₀ − W(R).

Near R₀ the gap is nonnegative, because N₀ is still a permitted trial charge. At R₀ it is zero. So g has a local minimum at R₀, and its derivative there vanishes:

0 = g′(R₀) = F′ − W′.

Here F′ is the derivative of F(N₀,·) at R₀ and W′ that of W. Both are continuous linear maps from E to ℝ, written `E →L[ℝ] ℝ`, and the force along a displacement v is −W′(v) = −F′(v).

The familiar chain-rule derivation differentiates N₀(R) and cancels the response term using ∂F/∂N = μ. The argument here needs neither a differentiable N₀(R) nor a derivative of F in N. It does assume that W is differentiable at R₀.

In the code, `hfin` says that W is finite at all R sufficiently near R₀. `filter_upwards` takes one such R, and `linarith` combines the two facts about W into the inequality for the gap.

```lean
/-- Constant-potential and constant-charge forces coincide: if `N₀` is an equilibrium electron
number at `R₀`, the grand potential is finite near `R₀`, and both it and `F(N₀,·)` are
differentiable at `R₀`, then their derivatives there are equal. -/
theorem constantPotential_force_eq {F : ℝ → E → ℝ} {μ N₀ : ℝ} {R₀ : E} {W' F' : E →L[ℝ] ℝ}
    (hfin : ∀ᶠ R in 𝓝 R₀, IsFiniteAt F μ R) (hN : IsEquilibriumCharge F μ R₀ N₀)
    (hW : HasFDerivAt (grandPotential F μ) W' R₀) (hF : HasFDerivAt (F N₀) F' R₀) :
    W' = F' := by
  -- the gap between the fixed-charge surface and the grand potential is minimal at `R₀`
  have hmin : ∀ᶠ R in 𝓝 R₀, F N₀ R₀ - μ * N₀ - grandPotential F μ R₀
      ≤ F N₀ R - μ * N₀ - grandPotential F μ R := by
    filter_upwards [hfin] with R hR
    have h1 := grandPotential_le hR N₀
    have h2 := grandPotential_eq hN
    linarith
  have hloc : IsLocalMin (fun R => F N₀ R - μ * N₀ - grandPotential F μ R) R₀ := hmin
  -- hence its derivative vanishes
  have hd : HasFDerivAt (fun R => F N₀ R - μ * N₀ - grandPotential F μ R) (F' - W') R₀ :=
    (hF.sub_const (μ * N₀)).sub hW
  exact (sub_eq_zero.mp (hloc.hasFDerivAt_eq_zero hd)).symm
```

The device that finishes the proof is `hasFDerivAt_eq_zero`, Fermat's stationary-point theorem for Fréchet derivatives. By hand, fix a displacement v. For small t > 0, g(R₀ + tv) ≥ g(R₀), so g′(R₀)(v) ≥ 0. The same reasoning for −v gives −g′(R₀)(v) ≥ 0, so g′(R₀)(v) = 0. No basis or partial derivatives enter. The line defining `hloc` needs no further argument, because `IsLocalMin` means precisely the inequality near R₀ that `hmin` states.

## The electron number as a derivative

Now fix R and vary the chemical potential, writing m for its variable value and W_m(R) for the corresponding grand potential. With N₀ the equilibrium charge at μ, the gap

F(N₀,R) − mN₀ − W_m(R)

is nonnegative for m near μ and zero at m = μ. If W_m(R) is differentiable in m there, setting the derivative of the gap to zero gives

∂W/∂μ = −N₀.

```lean
/-- The derivative of the grand potential with respect to the chemical potential, where it
exists, is minus the equilibrium electron number, provided the grand potential is finite for
all nearby chemical potentials. -/
theorem deriv_chemicalPotential {X : Type*} {F : ℝ → X → ℝ} {μ N₀ W' : ℝ} {R : X}
    (hfin : ∀ᶠ m in 𝓝 μ, IsFiniteAt F m R) (hN : IsEquilibriumCharge F μ R N₀)
    (hW : HasDerivAt (fun m => grandPotential F m R) W' μ) : W' = -N₀ := by
  have hmin : ∀ᶠ m in 𝓝 μ, F N₀ R - μ * N₀ - grandPotential F μ R
      ≤ F N₀ R - m * N₀ - grandPotential F m R := by
    filter_upwards [hfin] with m hm
    have h1 := grandPotential_le hm N₀
    have h2 := grandPotential_eq hN
    linarith
  have hloc : IsLocalMin (fun m => F N₀ R - m * N₀ - grandPotential F m R) μ := hmin
  have hd : HasDerivAt (fun m => F N₀ R - m * N₀ - grandPotential F m R)
      (-(1 * N₀) - W') μ :=
    (((hasDerivAt_id μ).mul_const N₀).const_sub (F N₀ R)).sub hW
  have h0 := hloc.hasDerivAt_eq_zero hd
  linarith
```

## Softer at constant potential

The touching surfaces also limit the stiffness. For a displacement h,

W(R₀ ± h) ≤ F(N₀,R₀ ± h) − μN₀,
W(R₀) = F(N₀,R₀) − μN₀.

Add the two inequalities and subtract twice the equality. The terms in μN₀ cancel, leaving

W(R₀+h) + W(R₀−h) − 2W(R₀) ≤ F(N₀,R₀+h) + F(N₀,R₀−h) − 2F(N₀,R₀).

Where a surface is twice differentiable, such a second difference, divided by the squared length of a small displacement, estimates the force constant along it. The inequality itself needs no differentiability. Finiteness of W has to be assumed only at the two displaced geometries, since the equilibrium charge guarantees it at R₀.

```lean
/-- The constant-potential surface is never stiffer than the constant-charge one: for a
displacement `h` with finite grand potential at `R₀ + h` and `R₀ - h`, the second difference of
the grand potential is at most that of `F(N₀,·)`, with `N₀` an equilibrium charge at `R₀`. -/
theorem constantPotential_softer {X : Type*} [AddCommGroup X] {F : ℝ → X → ℝ}
    {μ N₀ : ℝ} {R₀ h : X}
    (hN : IsEquilibriumCharge F μ R₀ N₀)
    (hp : IsFiniteAt F μ (R₀ + h)) (hm : IsFiniteAt F μ (R₀ - h)) :
    grandPotential F μ (R₀ + h) + grandPotential F μ (R₀ - h) - 2 * grandPotential F μ R₀
      ≤ F N₀ (R₀ + h) + F N₀ (R₀ - h) - 2 * F N₀ R₀ := by
  have h1 := grandPotential_le hp N₀
  have h2 := grandPotential_le hm N₀
  have h3 := grandPotential_eq hN
  linarith
```

## Competing charges and a kink

Suppose two equilibrium charges N₁ and N₂ exist at R₀, with different fixed-charge derivatives F₁ and F₂. If W were differentiable at R₀, its derivative would have to equal both. So W is not differentiable there.

```lean
/-- If two equilibrium electron numbers at `R₀` have different constant-charge energy
derivatives, and the grand potential is finite near `R₀`, then the grand potential is not
differentiable at `R₀`. -/
theorem not_differentiableAt_of_degenerate {F : ℝ → E → ℝ} {μ N₁ N₂ : ℝ} {R₀ : E}
    {F₁ F₂ : E →L[ℝ] ℝ} (hfin : ∀ᶠ R in 𝓝 R₀, IsFiniteAt F μ R)
    (h₁ : IsEquilibriumCharge F μ R₀ N₁) (h₂ : IsEquilibriumCharge F μ R₀ N₂)
    (hF₁ : HasFDerivAt (F N₁) F₁ R₀) (hF₂ : HasFDerivAt (F N₂) F₂ R₀) (hne : F₁ ≠ F₂) :
    ¬ DifferentiableAt ℝ (grandPotential F μ) R₀ := by
  intro hW
  exact hne ((constantPotential_force_eq hfin h₁ hW.hasFDerivAt hF₁).symm.trans
    (constantPotential_force_eq hfin h₂ hW.hasFDerivAt hF₂))
```

A smooth energy can behave in this way. Take one charge variable and one coordinate, with a double well in the charge:

F(N,R) = (N² − 1)² + NR.

```lean
/-- A model energy with a double well in the charge, coupled linearly to one coordinate:
`F(N,R) = (N² - 1)² + N R`. -/
def doubleWell (N R : ℝ) : ℝ := (N ^ 2 - 1) ^ 2 + N * R
```

At μ = 0 and R = 0 the charges N = 1 and N = −1 both give the minimum value 0. The derivative of F(N,·) is N, so the two slopes are 1 and −1. W is finite at every R because

(N² − 1)² + NR + R²/2 + 1 = (N² − 5/4)² + (N + R)²/2 + 7/16 ≥ 0.

The two squares are the hints given to `nlinarith`. At the end, the proof applies both derivatives to the displacement 1 and finds 1 ≠ −1. In this model the preferred charge state switches as R passes through 0, and the constant-potential force has no single value there. The double well is a mathematical toy: a free energy minimised over all ensembles with mean electron number N is convex in N.

```lean
/-- For the double well in the charge, the grand potential at `μ = 0` is not differentiable
at `R = 0`. -/
theorem doubleWell_not_differentiableAt :
    ¬ DifferentiableAt ℝ (grandPotential doubleWell 0) 0 := by
  have hfin : ∀ R : ℝ, IsFiniteAt doubleWell 0 R := by
    intro R
    refine ⟨-R ^ 2 / 2 - 1, ?_⟩
    rintro _ ⟨N, rfl⟩
    simp only [doubleWell]
    nlinarith [sq_nonneg (N ^ 2 - 5 / 4), sq_nonneg (N + R)]
  -- the charges `1` and `-1` are both optimal at `R = 0`
  have heq : ∀ N₀ : ℝ, N₀ ^ 2 = 1 → IsEquilibriumCharge doubleWell 0 0 N₀ := by
    intro N₀ h N
    simp only [doubleWell, h]
    nlinarith [sq_nonneg (N ^ 2 - 1)]
  have hder : ∀ N : ℝ, HasFDerivAt (doubleWell N) (N • ContinuousLinearMap.id ℝ ℝ) 0 :=
    fun N => ((hasFDerivAt_id (0 : ℝ)).const_mul N).const_add ((N ^ 2 - 1) ^ 2)
  refine not_differentiableAt_of_degenerate (Filter.Eventually.of_forall hfin)
    (heq 1 (by norm_num)) (heq (-1) (by norm_num)) (hder 1) (hder (-1)) ?_
  intro h
  have h1 := congrArg (fun L : ℝ →L[ℝ] ℝ => L 1) h
  norm_num at h1
```

## A quadratic electrode

For a model in which everything is explicit, let

F(N,R) = (a/2)N² + bNR + (k/2)R².

Here a is the inverse capacitance at fixed geometry, in units where the elementary charge e is 1, b couples charge to displacement, and k is the force constant at fixed charge.

```lean
/-- A quadratic electrode model with inverse capacitance `a`, charge-displacement coupling `b`
and constant-charge force constant `k`. -/
def quadraticElectrode (a b k N R : ℝ) : ℝ := a / 2 * N ^ 2 + b * N * R + k / 2 * R ^ 2
```

For a > 0, put N₀ = (μ − bR)/a. Completing the square gives

[F(N,R) − μN] − [F(N₀,R) − μN₀] = (a/2)(N − N₀)² ≥ 0,

so N₀ is an equilibrium charge. This is the identity `key` in the proof.

```lean
/-- For inverse capacitance `a > 0`, the quadratic electrode has equilibrium charge
`(μ - b R) / a`. -/
theorem quadraticElectrode_charge {a : ℝ} (ha : 0 < a) (b k μ R : ℝ) :
    IsEquilibriumCharge (quadraticElectrode a b k) μ R ((μ - b * R) / a) := by
  intro N
  -- completing the square in the charge
  have key : (quadraticElectrode a b k N R - μ * N)
      - (quadraticElectrode a b k ((μ - b * R) / a) R - μ * ((μ - b * R) / a))
      = a / 2 * (N - (μ - b * R) / a) ^ 2 := by
    unfold quadraticElectrode
    field_simp
    ring
  have hpos : 0 ≤ a / 2 * (N - (μ - b * R) / a) ^ 2 := by positivity
  linarith
```

Inserting N₀ gives the constant-potential surface

W(R) = ½(k − b²/a)R² + (μb/a)R − μ²/(2a).

The force constant is k − b²/a instead of k, which is lower whenever b ≠ 0. The slope of W is (k − b²/a)R + μb/a, which equals the fixed-charge slope bN₀ + kR.

```lean
/-- For `a > 0` the grand potential of the quadratic electrode is a parabola in `R` whose
force constant is `k - b² / a`. -/
theorem quadraticElectrode_grandPotential {a : ℝ} (ha : 0 < a) (b k μ R : ℝ) :
    grandPotential (quadraticElectrode a b k) μ R
      = (k - b ^ 2 / a) / 2 * R ^ 2 + μ * b / a * R - μ ^ 2 / (2 * a) := by
  rw [grandPotential_eq (quadraticElectrode_charge ha b k μ R)]
  unfold quadraticElectrode
  field_simp
  ring

end

end ConstantPotential
```

## One relaxation step

At a given geometry, the code converges the electron number to N₀ at the chosen μ, evaluates the ionic forces at N₀, and hands them to the optimiser. The energy that belongs with these forces is F − μN₀, not F, which matters when a line search compares energies between geometries. After the ions move, the charge is converged again.

In the quadratic model, stopping the charge loop at N₀ + δ raises F − μN by aδ²/2 but shifts the force by −bδ. The error in the force is therefore first order in the charge error, while the error in F − μN is second order. Displacing the ion at frozen charge yields k, and converging the charge again at each displacement yields k − b²/a, so the two procedures give different vibrational frequencies when b ≠ 0, even though the forces at the starting geometry agree.

```lean
#print axioms ConstantPotential.constantPotential_force_eq
#print axioms ConstantPotential.constantPotential_softer
#print axioms ConstantPotential.doubleWell_not_differentiableAt
#print axioms ConstantPotential.quadraticElectrode_grandPotential
```

```
'ConstantPotential.constantPotential_force_eq' depends on axioms: [propext, Classical.choice, Quot.sound]
'ConstantPotential.constantPotential_softer' depends on axioms: [propext, Classical.choice, Quot.sound]
'ConstantPotential.doubleWell_not_differentiableAt' depends on axioms: [propext, Classical.choice, Quot.sound]
'ConstantPotential.quadraticElectrode_grandPotential' depends on axioms: [propext, Classical.choice, Quot.sound]
```
